# Invertible overlap matrices fix exactly one multiband parallel-transport gauge with $V_0=1$

A diagonaliser returns each non-degenerate Bloch state with an arbitrary phase, and the states of a degenerate level in an arbitrary unitary mixture. If a code differentiates or interpolates these states as they come, the difference between neighbouring $k$-points can reflect these choices more than the physics. Aligning each state's phase separately does not undo the mixing within a degenerate level. Parallel transport aligns the whole occupied set at once, and once the first frame is given its rule leaves no choice open.

## One unitary per k-point

Let the columns of $\Phi_j$ be the cell-periodic parts of the $m$ occupied Bloch states at $k_j$, orthonormal over one unit cell, for $j=0,\dots,N$. These cell-periodic parts are the states meant below; full Bloch states at different $k$ in the Brillouin zone are orthogonal and would give zero overlaps. Let $M_j=\Phi_j^\dagger\Phi_{j+1}$ be the $m\times m$ overlap matrix of link $j$. If $M_0,\dots,M_{N-1}$ are all invertible, there is exactly one family of unitaries $V_0,\dots,V_N$ with

$$V_0=1,\qquad V_j^\dagger M_jV_{j+1}\ \text{Hermitian positive definite for every } j<N.$$

The transported frames are $\Phi_jV_j$. Invertibility means that no nonzero occupied state at one end of a link is orthogonal to the whole occupied space at the other end. If this fails on any link, no such family exists.

## Wannier centres from a string of k-points

For bands of a non-interacting or mean-field Hamiltonian, a code can take the singular value decomposition $M_j=L_j\Sigma_jR_j^\dagger$ on each link and set

$$V_{j+1}=R_jL_j^\dagger V_j .$$

The rotated overlap is then $V_j^\dagger L_j\Sigma_jL_j^\dagger V_j$, which is positive definite. Of all frames $\Phi_{j+1}U$ with $U$ unitary, the transported one is closest to its predecessor, since

$$\|\Phi_{j+1}U-\Phi_jV_j\|^2=2m-2\,\mathrm{Re}\,\mathrm{tr}(V_j^\dagger M_jU)$$

in the Frobenius norm.

On a string that crosses the Brillouin zone of a one-dimensional band insulator with lattice constant $a$, in the direction of increasing $k$, the last frame is set equal to the first one multiplied by the reciprocal-lattice phase factor $e^{-2\pi ix/a}$, not diagonalised afresh. The eigenvalues $e^{i\varphi_n}$ of $V_N$ then give the centres $a\varphi_n/2\pi$ of the maximally localised Wannier functions, modulo $a$, at the resolution of the mesh.

For one band, $M_j$ is a nonzero complex number and $V_{j+1}=V_j\overline{M_j}/|M_j|$. The phase of $V_N$ is therefore $-\arg\prod_jM_j$. On the string across the Brillouin zone just described, this is the usual discrete Berry phase; on an open string it depends on the phases of the two end states. For $N=0$ there are no links, and the family is just $V_0=1$.

## From a positive trace to a unique gauge

**A positive trace.** Let $P$ be positive definite and let $X\neq0$ have columns $x_i$. Then $\mathrm{tr}(X^\dagger PX)=\sum_ix_i^\dagger Px_i>0$, because no term is negative and a nonzero column gives a positive one.

**A strict maximum.** Let $W\neq1$ be unitary and put $X=1-W$:

$$X^\dagger PX=P-PW-W^\dagger P+W^\dagger PW.$$

Here $\mathrm{tr}(W^\dagger PW)=\mathrm{tr}\,P$, and $\mathrm{tr}(W^\dagger P)$ is the complex conjugate of $\mathrm{tr}(PW)$. Hence $0<2\,\mathrm{tr}\,P-2\,\mathrm{Re}\,\mathrm{tr}(PW)$, that is, $\mathrm{Re}\,\mathrm{tr}(PW)<\mathrm{tr}\,P$.

**Uniqueness on one link.** Suppose $AU$ is positive definite and $U'\neq U$, both unitary. With $P=AU$ and $W=U^\dagger U'$ we have $PW=AU'$, so $\mathrm{Re}\,\mathrm{tr}(AU')<\mathrm{tr}(AU)$. Two different solutions would each have the larger trace, which is impossible.

**Existence on one link.** Let $A$ be invertible and let $P$ be the positive semidefinite square root of $AA^\dagger$. Since $(\det P)^2=|\det A|^2\neq0$, $P$ is positive definite. Set $U=A^{-1}P$. Then $AU=P$ and

$$UU^\dagger=A^{-1}P^2(A^{-1})^\dagger=A^{-1}AA^\dagger(A^{-1})^\dagger=1.$$

This is the polar decomposition of an invertible matrix, $A=PU^\dagger$; the textbook unitary factor is $U^\dagger$.

**The chain.** Start from $V_0=1$. Given $V_j$, the matrix $A=V_j^\dagger M_j$ is invertible, so exactly one $V_{j+1}$ works, and induction fixes the family. Conversely, a positive definite $V_j^\dagger M_jV_{j+1}$ has nonzero determinant, so $M_j$ is invertible.

**Other input frames.** Replace $\Phi_j$ by $\Phi_jU_j$ with $U_j$ unitary. Then $M_j$ becomes $U_j^\dagger M_jU_{j+1}$. Put $V'_j=U_j^\dagger V_jU_0$, so that $V'_0=1$. The intermediate rotations cancel and the new rotated overlap is $U_0^\dagger(V_j^\dagger M_jV_{j+1})U_0$, again positive definite. The transported frames become $\Phi_jV_jU_0$: only the initial rotation survives.

## The Lean file

```lean
import Mathlib

open Matrix
open scoped ComplexOrder MatrixOrder

namespace MultibandParallelTransport

variable {m N : ℕ}

/-- A family of unitaries `V_0, ..., V_N` is a parallel gauge for the overlap matrices
`M_0, ..., M_(N-1)` if `V_0 = 1` and every rotated overlap `V_j† M_j V_(j+1)` is Hermitian
positive definite. -/
def IsParallelGauge (M : Fin N → Matrix (Fin m) (Fin m) ℂ)
    (V : Fin (N + 1) → unitaryGroup (Fin m) ℂ) : Prop :=
  V 0 = 1 ∧ ∀ j : Fin N,
    ((V j.castSucc : Matrix (Fin m) (Fin m) ℂ)ᴴ * M j *
      (V j.succ : Matrix (Fin m) (Fin m) ℂ)).PosDef

/-- For a positive definite matrix `P` and a nonzero matrix `X`, the trace of `X† P X` has
positive real part. -/
theorem trace_conj_pos {P X : Matrix (Fin m) (Fin m) ℂ} (hP : P.PosDef) (hX : X ≠ 0) :
    0 < (Xᴴ * P * X).trace.re := by
  -- each diagonal entry is `x† P x` for the corresponding column `x` of `X`
  have key : ∀ i, (Xᴴ * P * X) i i =
      star (fun k => X k i) ⬝ᵥ (P *ᵥ (fun k => X k i)) := by
    intro i
    rw [Matrix.mul_assoc]
    simp only [Matrix.mul_apply, dotProduct, Matrix.mulVec, Matrix.conjTranspose_apply,
      Pi.star_apply]
  obtain ⟨i, hi⟩ : ∃ i, (fun k => X k i) ≠ 0 := by
    by_contra! h
    exact hX (by ext k i; exact congrFun (h i) k)
  have hn : ∀ i, 0 ≤ ((Xᴴ * P * X) i i).re := fun i => by
    rw [key]
    exact (Complex.le_def.mp (hP.posSemidef.dotProduct_mulVec_nonneg _)).1
  have hp : 0 < ((Xᴴ * P * X) i i).re := by
    rw [key]
    exact (Complex.lt_def.mp (hP.dotProduct_mulVec_pos hi)).1
  rw [Matrix.trace, Complex.re_sum]
  exact Finset.sum_pos' (fun i _ => hn i) ⟨i, Finset.mem_univ i, hp⟩

/-- Multiplying a positive definite matrix by a unitary other than the identity strictly lowers
the real part of its trace. -/
theorem trace_mul_unitary_lt {P : Matrix (Fin m) (Fin m) ℂ} (hP : P.PosDef)
    (W : unitaryGroup (Fin m) ℂ) (hW : W ≠ 1) :
    (P * (W : Matrix (Fin m) (Fin m) ℂ)).trace.re < P.trace.re := by
  obtain ⟨W, hmem⟩ := W
  have hne : (1 : Matrix (Fin m) (Fin m) ℂ) - W ≠ 0 :=
    sub_ne_zero.mpr fun e => hW (Subtype.ext e.symm)
  have hu : W * Wᴴ = 1 := Matrix.mem_unitaryGroup_iff.mp hmem
  -- expand the positive trace of `(1 - W)† P (1 - W)`
  have h := trace_conj_pos hP hne
  have hexp : (1 - W)ᴴ * P * (1 - W) = P - P * W - Wᴴ * P + Wᴴ * P * W := by
    rw [Matrix.conjTranspose_sub, Matrix.conjTranspose_one]
    noncomm_ring
  have h1 : (Wᴴ * P * W).trace = P.trace := by
    rw [Matrix.trace_mul_comm, ← Matrix.mul_assoc, hu, Matrix.one_mul]
  have h2 : (Wᴴ * P).trace.re = (P * W).trace.re := by
    have e : Wᴴ * P = (P * W)ᴴ := by
      rw [Matrix.conjTranspose_mul, hP.isHermitian.eq]
    rw [e, Matrix.trace_conjTranspose]
    exact Complex.conj_re _
  rw [hexp, Matrix.trace_add, Matrix.trace_sub, Matrix.trace_sub, h1] at h
  simp only [Complex.add_re, Complex.sub_re] at h
  change (P * W).trace.re < P.trace.re
  linarith

/-- If `A U` is positive definite with `U` unitary, then every other unitary `U'` gives a strictly
smaller real part of the trace of `A U'`. -/
theorem trace_lt_of_posDef {A : Matrix (Fin m) (Fin m) ℂ} {U U' : unitaryGroup (Fin m) ℂ}
    (h : (A * (U : Matrix (Fin m) (Fin m) ℂ)).PosDef) (hne : U' ≠ U) :
    (A * (U' : Matrix (Fin m) (Fin m) ℂ)).trace.re <
      (A * (U : Matrix (Fin m) (Fin m) ℂ)).trace.re := by
  have hlt := trace_mul_unitary_lt h (U⁻¹ * U') fun e => hne (inv_mul_eq_one.mp e).symm
  have e : (U : Matrix (Fin m) (Fin m) ℂ) *
      ((U⁻¹ * U' : unitaryGroup (Fin m) ℂ) : Matrix (Fin m) (Fin m) ℂ) = U' :=
    congrArg Subtype.val (mul_inv_cancel_left U U')
  rwa [Matrix.mul_assoc, e] at hlt

/-- Polar decomposition: for an invertible matrix `A` there is exactly one unitary `U` such that
`A U` is Hermitian positive definite. -/
theorem existsUnique_polar {A : Matrix (Fin m) (Fin m) ℂ} (hA : IsUnit A) :
    ∃! U : unitaryGroup (Fin m) ℂ, (A * (U : Matrix (Fin m) (Fin m) ℂ)).PosDef := by
  have hdet : IsUnit A.det := (Matrix.isUnit_iff_isUnit_det A).mp hA
  -- the positive square root of `A A†`
  obtain ⟨P, hP, hPP⟩ : ∃ P : Matrix (Fin m) (Fin m) ℂ, P.PosDef ∧ P * P = A * Aᴴ := by
    have h0 : 0 ≤ A * Aᴴ :=
      Matrix.nonneg_iff_posSemidef.mpr (Matrix.posSemidef_self_mul_conjTranspose A)
    have hs : CFC.sqrt (A * Aᴴ) * CFC.sqrt (A * Aᴴ) = A * Aᴴ :=
      CFC.sqrt_mul_sqrt_self _ h0
    have hp : (CFC.sqrt (A * Aᴴ)).PosSemidef :=
      Matrix.nonneg_iff_posSemidef.mp (CFC.sqrt_nonneg _)
    refine ⟨_, hp.posDef_iff_isUnit.mpr ?_, hs⟩
    rw [Matrix.isUnit_iff_isUnit_det]
    have hd := congrArg Matrix.det hs
    rw [Matrix.det_mul, Matrix.det_mul, Matrix.det_conjTranspose] at hd
    exact isUnit_of_mul_isUnit_left (hd ▸ hdet.mul hdet.star)
  have hU : A⁻¹ * P ∈ unitaryGroup (Fin m) ℂ := by
    rw [Matrix.mem_unitaryGroup_iff, Matrix.star_eq_conjTranspose]
    calc A⁻¹ * P * (A⁻¹ * P)ᴴ = A⁻¹ * (P * P) * (A⁻¹)ᴴ := by
          rw [Matrix.conjTranspose_mul, hP.isHermitian.eq]
          simp only [Matrix.mul_assoc]
      _ = (A⁻¹ * A) * (A⁻¹ * A)ᴴ := by
          rw [hPP, Matrix.conjTranspose_mul]
          simp only [Matrix.mul_assoc]
      _ = 1 := by
          rw [Matrix.nonsing_inv_mul _ hdet, Matrix.conjTranspose_one, Matrix.one_mul]
  have hAU : (A * (A⁻¹ * P)).PosDef := by
    rwa [← Matrix.mul_assoc, Matrix.mul_nonsing_inv _ hdet, Matrix.one_mul]
  refine ⟨⟨A⁻¹ * P, hU⟩, hAU, fun U' hU' => ?_⟩
  -- two different solutions would each have the strictly larger trace
  by_contra hne
  exact lt_asymm (trace_lt_of_posDef (U := ⟨A⁻¹ * P, hU⟩) hAU hne)
    (trace_lt_of_posDef hU' (Ne.symm hne))

/-- Multiband parallel transport: for invertible overlap matrices `M_0, ..., M_(N-1)` there is
exactly one family of unitaries `V_0, ..., V_N` with `V_0 = 1` such that every
`V_j† M_j V_(j+1)` is Hermitian positive definite. -/
theorem existsUnique_parallelGauge (M : Fin N → Matrix (Fin m) (Fin m) ℂ)
    (hM : ∀ j, IsUnit (M j)) : ∃! V, IsParallelGauge M V := by
  have step : ∀ (j : Fin N) (U : unitaryGroup (Fin m) ℂ), ∃! U' : unitaryGroup (Fin m) ℂ,
      ((U : Matrix (Fin m) (Fin m) ℂ)ᴴ * M j * (U' : Matrix (Fin m) (Fin m) ℂ)).PosDef := by
    intro j U
    have hU : (U : Matrix (Fin m) (Fin m) ℂ) * (U : Matrix (Fin m) (Fin m) ℂ)ᴴ = 1 :=
      Matrix.mem_unitaryGroup_iff.mp U.2
    have hU' : IsUnit (U : Matrix (Fin m) (Fin m) ℂ)ᴴ :=
      ⟨⟨_, _, mul_eq_one_comm.mp hU, hU⟩, rfl⟩
    exact existsUnique_polar (hU'.mul (hM j))
  choose f hf huniq using step
  -- transport the frame link by link
  refine ⟨fun i => Fin.induction (motive := fun _ => unitaryGroup (Fin m) ℂ) 1
    (fun j U => f j U) i, ⟨rfl, fun j => hf j _⟩, fun V hV => ?_⟩
  funext i
  induction i using Fin.induction with
  | zero => exact hV.1
  | succ j ih =>
    have h := huniq j (V j.castSucc) (V j.succ) (hV.2 j)
    rw [ih] at h
    exact h

/-- A parallel gauge exists if and only if every overlap matrix is invertible. -/
theorem exists_parallelGauge_iff (M : Fin N → Matrix (Fin m) (Fin m) ℂ) :
    (∃ V, IsParallelGauge M V) ↔ ∀ j, IsUnit (M j) := by
  refine ⟨fun ⟨V, hV⟩ j => ?_, fun h => (existsUnique_parallelGauge M h).exists⟩
  have h := (Matrix.isUnit_iff_isUnit_det _).mp (hV.2 j).isUnit
  rw [Matrix.det_mul, Matrix.det_mul] at h
  exact (Matrix.isUnit_iff_isUnit_det _).mpr
    (isUnit_of_mul_isUnit_right (isUnit_of_mul_isUnit_left h))

/-- In a parallel gauge, `V_(j+1)` is the only unitary that maximises the real part of the trace
of the overlap `V_j† M_j U` over all unitaries `U`. -/
theorem IsParallelGauge.overlap_lt {M : Fin N → Matrix (Fin m) (Fin m) ℂ}
    {V : Fin (N + 1) → unitaryGroup (Fin m) ℂ} (hV : IsParallelGauge M V) (j : Fin N)
    {U : unitaryGroup (Fin m) ℂ} (hU : U ≠ V j.succ) :
    ((V j.castSucc : Matrix (Fin m) (Fin m) ℂ)ᴴ * M j *
        (U : Matrix (Fin m) (Fin m) ℂ)).trace.re <
      ((V j.castSucc : Matrix (Fin m) (Fin m) ℂ)ᴴ * M j *
        (V j.succ : Matrix (Fin m) (Fin m) ℂ)).trace.re :=
  trace_lt_of_posDef (hV.2 j) hU

/-- If the input frames are rotated by unitaries `U_j`, so that `M_j` becomes
`U_j† M_j U_(j+1)`, then a parallel gauge `V_j` becomes the parallel gauge `U_j† V_j U_0`. -/
theorem IsParallelGauge.change_frame {M : Fin N → Matrix (Fin m) (Fin m) ℂ}
    {V : Fin (N + 1) → unitaryGroup (Fin m) ℂ} (hV : IsParallelGauge M V)
    (U : Fin (N + 1) → unitaryGroup (Fin m) ℂ) :
    IsParallelGauge
      (fun j => (U j.castSucc : Matrix (Fin m) (Fin m) ℂ)ᴴ * M j *
        (U j.succ : Matrix (Fin m) (Fin m) ℂ))
      (fun i => (U i)⁻¹ * V i * U 0) := by
  have hu : ∀ i, (U i : Matrix (Fin m) (Fin m) ℂ) * (U i : Matrix (Fin m) (Fin m) ℂ)ᴴ = 1 :=
    fun i => Matrix.mem_unitaryGroup_iff.mp (U i).2
  have hc : ∀ i, (((U i)⁻¹ * V i * U 0 : unitaryGroup (Fin m) ℂ) : Matrix (Fin m) (Fin m) ℂ) =
      (U i : Matrix (Fin m) (Fin m) ℂ)ᴴ * (V i : Matrix (Fin m) (Fin m) ℂ) *
        (U 0 : Matrix (Fin m) (Fin m) ℂ) := fun _ => rfl
  refine ⟨?_, fun j => ?_⟩
  · change (U 0)⁻¹ * V 0 * U 0 = 1
    rw [hV.1, mul_one, inv_mul_cancel]
  · have hinj : Function.Injective (U 0 : Matrix (Fin m) (Fin m) ℂ).mulVec := by
      intro x y hxy
      have h := congrArg (fun v => (U 0 : Matrix (Fin m) (Fin m) ℂ)ᴴ *ᵥ v) hxy
      simpa only [Matrix.mulVec_mulVec, mul_eq_one_comm.mp (hu 0), Matrix.one_mulVec] using h
    have hpos := (hV.2 j).conjTranspose_mul_mul_same hinj
    -- the intermediate rotations cancel, leaving a conjugation by `U_0`
    convert hpos using 1
    simp only [hc]
    generalize (V j.castSucc : Matrix (Fin m) (Fin m) ℂ) = A
    generalize (V j.succ : Matrix (Fin m) (Fin m) ℂ) = B
    generalize (U 0 : Matrix (Fin m) (Fin m) ℂ) = C
    have h1 := hu j.castSucc
    have h2 := hu j.succ
    generalize (U j.castSucc : Matrix (Fin m) (Fin m) ℂ) = S at h1 ⊢
    generalize (U j.succ : Matrix (Fin m) (Fin m) ℂ) = T at h2 ⊢
    calc (Sᴴ * A * C)ᴴ * (Sᴴ * M j * T) * (Tᴴ * B * C)
        = Cᴴ * Aᴴ * (S * Sᴴ) * M j * (T * Tᴴ) * B * C := by
          simp only [Matrix.conjTranspose_mul, Matrix.conjTranspose_conjTranspose,
            Matrix.mul_assoc]
      _ = Cᴴ * (Aᴴ * M j * B) * C := by
          rw [h1, h2]
          simp only [Matrix.mul_one, Matrix.mul_assoc]

end MultibandParallelTransport
```

```lean
#print axioms MultibandParallelTransport.existsUnique_parallelGauge
#print axioms MultibandParallelTransport.exists_parallelGauge_iff
#print axioms MultibandParallelTransport.IsParallelGauge.overlap_lt
#print axioms MultibandParallelTransport.IsParallelGauge.change_frame
```

```
'MultibandParallelTransport.existsUnique_parallelGauge' depends on axioms: [propext, Classical.choice, Quot.sound]
'MultibandParallelTransport.exists_parallelGauge_iff' depends on axioms: [propext, Classical.choice, Quot.sound]
'MultibandParallelTransport.IsParallelGauge.overlap_lt' depends on axioms: [propext, Classical.choice, Quot.sound]
'MultibandParallelTransport.IsParallelGauge.change_frame' depends on axioms: [propext, Classical.choice, Quot.sound]
```

## What the theorems fix, and what they leave to the code

In `IsParallelGauge`, the links `M` are indexed by `Fin N` and the unitaries `V` by `Fin (N + 1)`. For a link `j`, `j.castSucc` is its left end and `j.succ` its right end. `PosDef` includes Hermiticity, `IsUnit (M j)` says that $M_j$ is invertible, and `∃! V` ranges over whole families. The links may be any complex matrices; the Bloch states enter only when $M_j$ is read as an overlap.

`trace_conj_pos` identifies the diagonal entries with the terms $x_i^\dagger Px_i$ and sums them. `trace_mul_unitary_lt` expands the product with `noncomm_ring`, and `trace_lt_of_posDef` moves the inequality to $AU$. `existsUnique_polar` takes the root with `CFC.sqrt` and excludes a second solution by `lt_asymm`. In `existsUnique_parallelGauge`, `choose` turns the one-link result into a function, which `Fin.induction` iterates; a second induction gives uniqueness.

`exists_parallelGauge_iff` adds the converse, `IsParallelGauge.overlap_lt` the strict maximum on each link, and `IsParallelGauge.change_frame` the rule for rotated input, where the injectivity of $U_0$ keeps the conjugated matrix positive definite.

The step left to the user is the passage from a finite mesh to a continuous path: no theorem here bounds the discretisation error. Nor does the result make the gauge periodic on a closed string, where $V_N$ generally differs from the identity. Rounding needs its own analysis, above all when $M_j$ has a small singular value, because $V_{j+1}$ then responds strongly to small changes in the overlaps.
